# Uniform filling by $s>1$ multiplies the discretised VV10 $C_6$ by a factor between $\sqrt s$ and $s^2$

Multiply an electron density and its gradient everywhere by the same factor $s>1$. If the gradient is nonzero in at least one cell of the discretisation, the VV10 dispersion coefficient of the density with itself changes from $C_6$ to a value $C_6(s)$ that obeys

$$\sqrt s\,C_6 < C_6(s) < s^2\,C_6 .$$

The physical question is how the long-range attraction between two identical fragments changes when each holds more electrons. More electrons give more pairs to attract, which raises $C_6$. They also stiffen the local response, which lowers it. The bounds say how far the second effect can offset the first. In electronic-structure work they limit the sensitivity of the VV10 $C_6$ to occupation, for densities that are multiplied by a constant and keep their shape and spatial extent.

## Stiffer frequencies against more electrons

Divide space into finitely many cells. Cell $i$ has volume $v_i>0$, density $n_i>0$, density gradient $g_i$ and electron number $p_i=v_in_i$. VV10 assigns it the local frequency

$$\omega_i=\sqrt{G_i+h n_i},\qquad G_i=c\left(\frac{|g_i|}{n_i}\right)^4,\qquad c,h>0 .$$

The term $hn_i$ is the plasma contribution: in atomic units $h=4\pi/3$, so that it equals one third of the squared plasma frequency. The adjustable constant $c$ sets the strength of the gradient term, without which the local polarizability $n_i/\omega_i^2$ would not decay in the tails of the density. At large separation the VV10 kernel gives

$$C_6=\tfrac32 P(p,\omega),\qquad P(p,a)=\sum_{i,j}\frac{p_ip_j}{a_ia_j(a_i+a_j)} .$$

Filling replaces $n_i$ by $sn_i$ and $g_i$ by $sg_i$. The ratio $|g_i|/n_i$ does not change, so the new frequency is $\omega_i(s)=\sqrt{G_i+s h n_i}$. For $s>1$,

$$G_i+hn_i<G_i+shn_i\le s(G_i+hn_i),$$

because the two differences are $(s-1)hn_i>0$ and $(s-1)G_i\ge0$. Taking roots gives

$$\omega_i<\omega_i(s)\le\sqrt s\,\omega_i,$$

and the second inequality is strict where $g_i\ne0$.

Three properties of $P$ are needed.

- Every electron number gains a factor $s$, so $C_6(s)=s^2\cdot\tfrac32P(p,\omega(s))$.
- If no frequency falls, no denominator falls, and $P$ does not rise. If $a_k$ rises, the diagonal term $p_k^2/(2a_k^3)$ falls, and so does $P$.
- Each denominator is cubic in the frequencies, so $P(p,ra)=r^{-3}P(p,a)$ for $r>0$.

From $\omega_i<\omega_i(s)$ follows $P(p,\omega(s))<P(p,\omega)$, which is the upper bound. From $\omega_i(s)\le\sqrt s\,\omega_i$, strict in one cell, follows

$$P(p,\omega(s))>P(p,\sqrt s\,\omega)=s^{-3/2}P(p,\omega).$$

Multiplication by $\tfrac32s^2$ gives the lower bound.

## Zero gradients, depletion and a sharper lower bound

The lower bound needs some nonzero gradient to be strict. Take one cell with $v=n=c=h=1$ and $g=0$. Then $\omega=1$ and $C_6=\tfrac32\cdot\tfrac12=\tfrac34$. For $s=4$ the frequency is $2$ and $C_6(4)=\tfrac32\cdot\tfrac{16}{16}=\tfrac32$, which is exactly $\sqrt4\,C_6$. In general, if all gradients vanish, then $\omega_i(s)=\sqrt s\,\omega_i$ in every cell and $C_6(s)=\sqrt s\,C_6$. If one does not vanish, the strict bound excludes equality. The density of a real fragment decays outward, so its gradient is not zero everywhere, and equality is only a limiting case.

For depletion, $0<s<1$, suppose again that some gradient is nonzero. Start from the depleted density and refill it by $1/s>1$. The bounds read

$$s^{-1/2}C_6(s)<C_6<s^{-2}C_6(s),$$

hence $s^2C_6<C_6(s)<\sqrt s\,C_6$.

Finally, suppose that $hn_i\le\theta\omega_i^2$ in every cell, with $\theta\ge0$. For $s>1$,

$$\omega_i(s)^2=\omega_i^2+(s-1)hn_i\le\bigl(1+(s-1)\theta\bigr)\omega_i^2,$$

and the same properties of $P$ give

$$C_6(s)\ge\frac{s^2}{\bigl(1+(s-1)\theta\bigr)^{3/2}}\,C_6 .$$

The choice $\theta=1$ is always allowed and returns the factor $\sqrt s$. As $\theta$ becomes small, the factor approaches $s^2$. A value $\theta<1$ requires a nonzero gradient in every cell, because the condition reads $hn_i\le\theta hn_i$ where $g_i=0$. The density of a molecule has points of zero gradient between bonded atoms, so on a fine grid $\theta$ must be close to $1$ and the gain over $\sqrt s$ is small.

## Cells, frequencies and $C_6$ in Lean

```lean
import Mathlib

open Finset

namespace VV10Filling

noncomputable section
```

Gradients are vectors in three-dimensional Euclidean space, with the usual norm.

```lean
/-- Vectors in three-dimensional space, used for density gradients. -/
abbrev Vec3 := EuclideanSpace ℝ (Fin 3)
```

The finite type `ι` labels the cells. The function `gap` is the full frequency $\omega$, although "local gap" often means only its gradient part. The letter `g` is the density gradient, not the distance-dependent function that VV10 papers call $g$.

```lean
variable {ι : Type*} [Fintype ι]

/-- The VV10 local frequency `√(c (|∇n|/n)⁴ + h n)` at density `n > 0` and density gradient `g`. -/
def gap (c h n : ℝ) (g : Vec3) : ℝ := √(c * (‖g‖ / n) ^ 4 + h * n)
```

The sum $P$ runs over ordered pairs and includes the diagonal.

```lean
/-- The sum over pairs of cells `p_i p_j / (a_i a_j (a_i + a_j))` for electron numbers `p`
and positive frequencies `a`. -/
def pairSum (p a : ι → ℝ) : ℝ :=
  ∑ i, ∑ j, p i * p j / (a i * a j * (a i + a j))
```

In `c6`, the weights are the electron numbers `v i * n i`. Volumes, densities and gradients are independent inputs: no finite-difference rule ties `g` to `n`, so the theorems hold for whatever gradients a grid supplies.

```lean
/-- The VV10 coefficient C6 of a density with itself, on cells of volume `v` with
density `n > 0` and density gradient `g`, for `c, h > 0`. -/
def c6 (c h : ℝ) (v n : ι → ℝ) (g : ι → Vec3) : ℝ :=
  3 / 2 * pairSum (fun i => v i * n i) (fun i => gap c h (n i) (g i))
```

The filled system is written `c6 c h v (s • n) (s • g)`, with density and gradient scaled in every cell and volumes fixed. What the hypotheses leave open is the step from this scaling to a real change of occupation, in which the orbitals relax and the density changes shape.

## Scaling the local frequency

The invariance of $|g_i|/n_i$ is proved here from the joint scaling. The norm of `s • g` is $s|g|$, and `mul_div_mul_left` cancels $s$ from the ratio.

```lean
/-- Scaling density and gradient together by `s > 0` keeps the gradient term of the local
frequency and multiplies its density term by `s`. -/
theorem gap_fill (c h n : ℝ) (g : Vec3) {s : ℝ} (hs : 0 < s) :
    gap c h (s * n) (s • g) = √(c * (‖g‖ / n) ^ 4 + s * (h * n)) := by
  unfold gap
  rw [norm_smul, Real.norm_of_nonneg hs.le, mul_div_mul_left _ _ hs.ne',
    mul_left_comm h s n]
```

The next theorem contains the two-sided bound on $\omega_i(s)$ and its strict version. The proof first moves $\sqrt s$ under the root, so that only radicands remain to be compared. The products passed to `nlinarith` are the differences $(s-1)hn_i$ and $(s-1)G_i$ found above.

```lean
/-- For `c, h, n > 0`, filling by `s > 1` raises the local frequency, by at most the factor `√s`,
and by less than that factor where the density gradient is nonzero. -/
theorem gap_fill_bounds {c h n s : ℝ} (g : Vec3) (hc : 0 < c) (hh : 0 < h) (hn : 0 < n)
    (hs : 1 < s) :
    gap c h n g < gap c h (s * n) (s • g) ∧
    gap c h (s * n) (s • g) ≤ √s * gap c h n g ∧
    (g ≠ 0 → gap c h (s * n) (s • g) < √s * gap c h n g) := by
  have hs0 : 0 < s := by linarith
  have hx : 0 < h * n := mul_pos hh hn
  have hG : 0 ≤ c * (‖g‖ / n) ^ 4 := by positivity
  rw [gap_fill c h n g hs0]
  unfold gap
  rw [← Real.sqrt_mul hs0.le]
  refine ⟨Real.sqrt_lt_sqrt (by positivity) ?_, Real.sqrt_le_sqrt ?_, fun hg => ?_⟩
  · nlinarith [mul_pos (sub_pos.mpr hs) hx]
  · nlinarith [mul_nonneg (sub_pos.mpr hs).le hG]
  · have hg' : 0 < ‖g‖ := norm_pos_iff.mpr hg
    have hG' : 0 < c * (‖g‖ / n) ^ 4 := by positivity
    exact Real.sqrt_lt_sqrt (by positivity) (by nlinarith [mul_pos (sub_pos.mpr hs) hG'])
```

## Monotonicity and homogeneity of the pair sum

In `pairSum_anti`, `gcongr` compares each pair term by enlarging its denominator. For strictness, `sum_lt_sum` is used twice, first to select row `k` and then column `k`. The diagonal term falls because $a_k^3<b_k^3$.

```lean
/-- With positive electron numbers and frequencies, raising frequencies never increases the
pair sum, and lowers it as soon as one frequency rises. -/
theorem pairSum_anti {p a b : ι → ℝ} (hp : ∀ i, 0 < p i) (ha : ∀ i, 0 < a i)
    (hab : ∀ i, a i ≤ b i) :
    pairSum p b ≤ pairSum p a ∧ ((∃ k, a k < b k) → pairSum p b < pairSum p a) := by
  have term : ∀ i j, p i * p j / (b i * b j * (b i + b j)) ≤
      p i * p j / (a i * a j * (a i + a j)) := by
    intro i j
    have h1 := hp i
    have h2 := hp j
    have h3 := ha i
    have h4 := ha j
    have h5 := hab i
    have h6 := hab j
    have h7 : 0 < b i := h3.trans_le h5
    have h8 : 0 < b j := h4.trans_le h6
    gcongr
  refine ⟨sum_le_sum fun i _ => sum_le_sum fun j _ => term i j, ?_⟩
  rintro ⟨k, hk⟩
  -- the diagonal pair (k, k) makes the inequality strict
  refine sum_lt_sum (fun i _ => sum_le_sum fun j _ => term i j) ⟨k, mem_univ k, ?_⟩
  refine sum_lt_sum (fun j _ => term k j) ⟨k, mem_univ k, ?_⟩
  have hak := ha k
  have hcube := pow_lt_pow_left₀ hk hak.le (by norm_num : (3 : ℕ) ≠ 0)
  exact div_lt_div_of_pos_left (mul_pos (hp k) (hp k)) (by positivity) (by nlinarith)
```

Homogeneity is stated as $r^3P(p,ra)=P(p,a)$, which follows term by term.

```lean
/-- Multiplying all frequencies by `r > 0` divides the pair sum by `r³`. -/
theorem pairSum_scale (p a : ι → ℝ) {r : ℝ} (hr : 0 < r) :
    r ^ 3 * pairSum p (fun i => r * a i) = pairSum p a := by
  simp only [pairSum, mul_sum]
  refine sum_congr rfl fun i _ => sum_congr rfl fun j _ => ?_
  have hD : r * a i * (r * a j) * (r * a i + r * a j) =
      r ^ 3 * (a i * a j * (a i + a j)) := by ring
  rw [hD, ← mul_div_assoc, mul_div_mul_left _ _ (pow_ne_zero 3 hr.ne')]
```

Two identities put both sides of the lower bound in a common form. The first extracts $s^2$ from the electron numbers.

```lean
/-- C6 of the scaled density is `s²` times the pair sum of the original electron numbers at
the shifted frequencies, with the prefactor 3/2. -/
theorem c6_fill (c h s : ℝ) (v n : ι → ℝ) (g : ι → Vec3) :
    c6 c h v (s • n) (s • g) = s ^ 2 * (3 / 2 *
      pairSum (fun i => v i * n i) (fun i => gap c h (s * n i) (s • g i))) := by
  simp only [c6, pairSum, Pi.smul_apply, smul_eq_mul, mul_sum]
  refine sum_congr rfl fun i _ => sum_congr rfl fun j _ => ?_
  ring
```

The second writes $\sqrt s\,C_6$ as $s^2\cdot\tfrac32P(p,\sqrt s\,\omega)$, using homogeneity with $r=\sqrt s$ and $(\sqrt s)^4=s^2$.

```lean
/-- For `s > 0`, `√s` times C6 is `s²` times the pair sum of the original electron numbers at the
original frequencies multiplied by `√s`, with the prefactor 3/2. -/
theorem sqrt_mul_c6 (c h : ℝ) {s : ℝ} (hs : 0 < s) (v n : ι → ℝ) (g : ι → Vec3) :
    √s * c6 c h v n g = s ^ 2 * (3 / 2 *
      pairSum (fun i => v i * n i) (fun i => √s * gap c h (n i) (g i))) := by
  have h4 : √s ^ 4 = s ^ 2 := by
    rw [show √s ^ 4 = (√s ^ 2) ^ 2 by ring, Real.sq_sqrt hs.le]
  unfold c6
  rw [← pairSum_scale _ (fun i => gap c h (n i) (g i)) (Real.sqrt_pos.mpr hs), ← h4]
  ring
```

## The bounds for filling

The main theorem assumes positive constants, volumes and densities, some cell `k` with `g k ≠ 0`, and $s>1$. Its conclusion is the pair of strict inequalities. In the proof, `lower` compares $\omega(s)$ with $\sqrt s\,\omega$, and `upper` compares $\omega(s)$ with $\omega$. The identities above then reduce each claim to multiplication by the positive number $s^2$.

```lean
/-- For `c, h > 0`, positive cell volumes and densities, and a nonzero gradient in some cell,
filling by `s > 1` multiplies C6 by a factor strictly between `√s` and `s²`. -/
theorem c6_fill_bounds {c h s : ℝ} {v n : ι → ℝ} {g : ι → Vec3} (hc : 0 < c) (hh : 0 < h)
    (hv : ∀ i, 0 < v i) (hn : ∀ i, 0 < n i) (hg : ∃ k, g k ≠ 0) (hs : 1 < s) :
    √s * c6 c h v n g < c6 c h v (s • n) (s • g) ∧
    c6 c h v (s • n) (s • g) < s ^ 2 * c6 c h v n g := by
  obtain ⟨k, hk⟩ := hg
  have hs0 : 0 < s := by linarith
  have hp : ∀ i, 0 < v i * n i := fun i => mul_pos (hv i) (hn i)
  have B := fun i => gap_fill_bounds (g i) hc hh (hn i) hs
  have hgap : ∀ i, 0 < gap c h (n i) (g i) := fun i => by
    have := hn i
    exact Real.sqrt_pos.mpr (by positivity)
  have lower := (pairSum_anti hp (fun i => (hgap i).trans (B i).1)
    (fun i => (B i).2.1)).2 ⟨k, (B k).2.2 hk⟩
  have upper := (pairSum_anti hp hgap (fun i => (B i).1.le)).2 ⟨k, (B k).1⟩
  have hs2 : 0 < s ^ 2 := by positivity
  constructor
  · rw [sqrt_mul_c6 c h hs0, c6_fill]
    exact mul_lt_mul_of_pos_left (by linarith) hs2
  · rw [c6_fill]
    exact mul_lt_mul_of_pos_left (by unfold c6; linarith) hs2
```

The equality theorem says that the factor is exactly $\sqrt s$ if and only if every gradient is zero. One direction contradicts the strict lower bound; the other shows that the two frequency functions are equal.

```lean
/-- For `c, h > 0` and positive volumes and densities, filling by `s > 1` multiplies C6 by
exactly `√s` if and only if the density gradient vanishes in every cell. -/
theorem c6_fill_eq_iff {c h s : ℝ} {v n : ι → ℝ} {g : ι → Vec3} (hc : 0 < c) (hh : 0 < h)
    (hv : ∀ i, 0 < v i) (hn : ∀ i, 0 < n i) (hs : 1 < s) :
    c6 c h v (s • n) (s • g) = √s * c6 c h v n g ↔ ∀ i, g i = 0 := by
  have hs0 : 0 < s := by linarith
  constructor
  · intro heq
    by_contra hne
    exact (c6_fill_bounds hc hh hv hn (not_forall.mp hne) hs).1.ne' heq
  · intro hg
    have hfreq : (fun i => gap c h (s * n i) (s • g i)) =
        fun i => √s * gap c h (n i) (g i) := by
      funext i
      rw [gap_fill c h (n i) (g i) hs0]
      unfold gap
      rw [← Real.sqrt_mul hs0.le, hg i]
      simp
    rw [c6_fill, sqrt_mul_c6 c h hs0, hfreq]
```

## Depletion and the density-term fraction

For $0<s<1$, the proof applies `c6_fill_bounds` to the depleted density with factor $s^{-1}$. The lemma `inv_smul_smul₀` restores the original density and gradient, and multiplication by $s^2$ and $\sqrt s$ isolates $C_6(s)$.

```lean
/-- For `c, h > 0`, positive volumes and densities, and a nonzero gradient in some cell,
depletion by `0 < s < 1` multiplies C6 by a factor strictly between `s²` and `√s`. -/
theorem c6_deplete_bounds {c h s : ℝ} {v n : ι → ℝ} {g : ι → Vec3} (hc : 0 < c) (hh : 0 < h)
    (hv : ∀ i, 0 < v i) (hn : ∀ i, 0 < n i) (hg : ∃ k, g k ≠ 0) (hs : 0 < s) (hs1 : s < 1) :
    s ^ 2 * c6 c h v n g < c6 c h v (s • n) (s • g) ∧
    c6 c h v (s • n) (s • g) < √s * c6 c h v n g := by
  obtain ⟨k, hk⟩ := hg
  -- refill the depleted density by the factor 1/s
  have H := c6_fill_bounds (n := s • n) (g := s • g) hc hh hv
    (fun i => mul_pos hs (hn i)) ⟨k, smul_ne_zero hs.ne' hk⟩ ((one_lt_inv₀ hs).mpr hs1)
  rw [inv_smul_smul₀ hs.ne', inv_smul_smul₀ hs.ne'] at H
  have e1 : s ^ 2 * s⁻¹ ^ 2 = 1 := by rw [← mul_pow, mul_inv_cancel₀ hs.ne', one_pow]
  have e2 : √s * √s⁻¹ = 1 := by
    rw [← Real.sqrt_mul hs.le, mul_inv_cancel₀ hs.ne', Real.sqrt_one]
  have h1 := mul_lt_mul_of_pos_left H.2 (pow_pos hs 2)
  have h2 := mul_lt_mul_of_pos_left H.1 (Real.sqrt_pos.mpr hs)
  rw [← mul_assoc, e1, one_mul] at h1
  rw [← mul_assoc, e2, one_mul] at h2
  exact ⟨h1, h2⟩
```

In the last theorem, `hfrac` is the condition $hn_i\le\theta\omega_i^2$. The intermediate result `hle` bounds each new frequency by $\sqrt{1+(s-1)\theta}\,\omega_i$, and `key` carries this over to the pair sum. Homogeneity then supplies the cube of the square root, which `cancel` removes against the denominator. The conclusion is a non-strict inequality and requires no nonzero gradient.

```lean
/-- For `c, h > 0` and positive volumes and densities, if the density term is at most a fraction
`θ ≥ 0` of the squared frequency in every cell, then filling by `s > 1` multiplies C6 by at
least `s² / (1 + (s - 1) θ)^(3/2)`. -/
theorem c6_fill_lower_of_fraction {c h s θ : ℝ} {v n : ι → ℝ} {g : ι → Vec3} (hc : 0 < c)
    (hh : 0 < h) (hv : ∀ i, 0 < v i) (hn : ∀ i, 0 < n i) (hs : 1 < s) (hθ : 0 ≤ θ)
    (hfrac : ∀ i, h * n i ≤ θ * gap c h (n i) (g i) ^ 2) :
    s ^ 2 / √(1 + (s - 1) * θ) ^ 3 * c6 c h v n g ≤ c6 c h v (s • n) (s • g) := by
  have hs0 : 0 < s := by linarith
  have hs1 : 0 < s - 1 := sub_pos.mpr hs
  have hq : 0 < 1 + (s - 1) * θ := by positivity
  have hr := Real.sqrt_pos.mpr hq
  have hle : ∀ i, gap c h (s * n i) (s • g i) ≤
      √(1 + (s - 1) * θ) * gap c h (n i) (g i) := by
    intro i
    have hni := hn i
    have hf := hfrac i
    unfold gap at hf
    rw [Real.sq_sqrt (by positivity)] at hf
    rw [gap_fill c h (n i) (g i) hs0]
    unfold gap
    rw [← Real.sqrt_mul hq.le]
    exact Real.sqrt_le_sqrt (by nlinarith [mul_le_mul_of_nonneg_left hf hs1.le])
  have hpos : ∀ i, 0 < gap c h (s * n i) (s • g i) := fun i => by
    have := hn i
    exact Real.sqrt_pos.mpr (by positivity)
  have key := (pairSum_anti (fun i => mul_pos (hv i) (hn i)) hpos hle).1
  rw [c6_fill]
  unfold c6
  rw [← pairSum_scale _ (fun i => gap c h (n i) (g i)) hr]
  have cancel : ∀ Q : ℝ, s ^ 2 / √(1 + (s - 1) * θ) ^ 3 *
      (3 / 2 * (√(1 + (s - 1) * θ) ^ 3 * Q)) = s ^ 2 * (3 / 2 * Q) := by
    intro Q
    have hr3 := (pow_pos hr 3).ne'
    calc _ = s ^ 2 / √(1 + (s - 1) * θ) ^ 3 * √(1 + (s - 1) * θ) ^ 3 * (3 / 2 * Q) := by ring
      _ = _ := by rw [div_mul_cancel₀ _ hr3]
  rw [cancel]
  exact mul_le_mul_of_nonneg_left (by linarith) (by positivity)

end

end VV10Filling
```

```lean
#print axioms VV10Filling.c6_fill_bounds
-- 'VV10Filling.c6_fill_bounds' depends on axioms: [propext, Classical.choice, Quot.sound]
#print axioms VV10Filling.c6_fill_eq_iff
-- 'VV10Filling.c6_fill_eq_iff' depends on axioms: [propext, Classical.choice, Quot.sound]
#print axioms VV10Filling.c6_deplete_bounds
-- 'VV10Filling.c6_deplete_bounds' depends on axioms: [propext, Classical.choice, Quot.sound]
#print axioms VV10Filling.c6_fill_lower_of_fraction
-- 'VV10Filling.c6_fill_lower_of_fraction' depends on axioms: [propext, Classical.choice, Quot.sound]
```
